# With a T2 dipole, tetrahedral A2 → T2 amplitudes vanish and A2 → T1 amplitudes reduce to one number per T1 level

**Q:** When I compute the electric-dipole spectrum of a tetrahedral complex with an A2 ground state, I set the A2 → T2 block to zero and evaluate one integral for each T1 level, from which I fill in the rest of its A2 → T1 block. What justifies that?

**A:** First, a character count. The tetrahedral group, reflections included, acts as all 24 permutations $g$ of the vertices. A2 has character $\mathrm{sign}(g)$, T2 has $\chi(g)=$ fixed points $-1$, and T1 has their product. The product of the initial, dipole and final characters, averaged over the group, counts the independent amplitudes that symmetry allows between one level of each species.

```lean
import Mathlib

open Equiv

namespace TetrahedralSelectionRules

noncomputable section

/-- The character of A2: the sign of the vertex permutation. -/
def chiA2 (g : Perm (Fin 4)) : ℤ := (Perm.sign g : ℤ)

/-- The character of T2: the number of fixed vertices minus one. -/
def chiT2 (g : Perm (Fin 4)) : ℤ :=
  ((Finset.univ.filter fun i => g i = i).card : ℤ) - 1

/-- The character of T1: the product of the characters of A2 and T2. -/
def chiT1 (g : Perm (Fin 4)) : ℤ := chiA2 g * chiT2 g

/-- The average of the product of the initial, T2 dipole and final characters over the 24
tetrahedral operations. -/
def dipoleCount (initial final : Perm (Fin 4) → ℤ) : ℚ :=
  ((∑ g, initial g * chiT2 g * final g : ℤ) : ℚ) / 24
```

**Q:** Can I check the averages by hand?

**A:** Yes, class by class:

| Permutations | Number | sign | $\chi$ |
|---|---|---|---|
| identity | 1 | $+1$ | $3$ |
| swaps | 6 | $-1$ | $1$ |
| 3-cycles | 8 | $+1$ | $0$ |
| double swaps | 3 | $+1$ | $-1$ |
| 4-cycles | 6 | $-1$ | $-1$ |

For A2 → T2, $\sum_g\mathrm{sign}(g)\chi(g)^2=9-6+0+3-6=0$. For A2 → T1 the signs square away, and $\sum_g\chi(g)^2=9+6+0+3+6=24$, with average 1. For the one-dimensional species, A1 gives $3-6+0-3+6=0$ and A2 gives $3+6+0-3-6=0$. In Lean, `decide +kernel` evaluates the same sums over all 24 permutations.

```lean
/-- The dipole count is 0 for A2 to T2 and 1 for A2 to T1. -/
theorem dipoleCount_A2_triplets :
    dipoleCount chiA2 chiT2 = 0 ∧ dipoleCount chiA2 chiT1 = 1 := by
  have h2 : ∑ g, chiA2 g * chiT2 g * chiT2 g = 0 := by decide +kernel
  have h1 : ∑ g, chiA2 g * chiT2 g * chiT1 g = 24 := by decide +kernel
  unfold dipoleCount
  rw [h2, h1]
  norm_num

/-- The dipole count from A2 to either one-dimensional species, A1 or A2, is 0. -/
theorem dipoleCount_A2_singlets :
    dipoleCount chiA2 (fun _ => 1) = 0 ∧ dipoleCount chiA2 chiA2 = 0 := by
  have h1 : ∑ g, chiA2 g * chiT2 g * 1 = 0 := by decide +kernel
  have h2 : ∑ g, chiA2 g * chiT2 g * chiA2 g = 0 := by decide +kernel
  unfold dipoleCount
  rw [h1, h2]
  norm_num
```

**Q:** Those are integers. My code contains matrix elements. Where are the states and the dipole?

**A:** They live in a complex inner product space `V`, of any dimension, on which the group acts by operators $U(g)$ that preserve inner products. `D i` is the dipole component towards vertex $i$. With vertices at $n_0=(1,1,1)$, $n_1=(1,-1,-1)$, $n_2=(-1,1,-1)$, $n_3=(-1,-1,1)$, it is $D_i=n_i\cdot d$, where $d$ is the dipole vector; this includes the length $\sqrt3$ of $n_i$. The four components sum to zero, and $d_x=(D_0+D_1-D_2-D_3)/4$.

```lean
variable {V : Type*} [NormedAddCommGroup V] [InnerProductSpace ℂ V]

/-- The tetrahedral group acts by `U`, preserving inner products, and `D i` is the dipole
component towards vertex `i`: the components are permuted with the vertices and sum to zero. -/
structure IsDipole (U : Perm (Fin 4) →* (V →ₗ[ℂ] V)) (D : Fin 4 → V →ₗ[ℂ] V) : Prop where
  unitary : ∀ g x y, inner ℂ (U g x) (U g y) = inner ℂ x y
  covariant : ∀ g i x, U g (D i x) = D (g i) (U g x)
  sum_zero : ∑ i, D i = 0
```

An A2 state $\psi$ picks up the sign. The states $\varphi_j$ of a threefold-degenerate level (a triplet in the orbital sense, not the spin sense) are also labelled by vertices and sum to zero; T1 carries an extra sign. Three partners $\varphi_x,\varphi_y,\varphi_z$ that transform like $x,y,z$ (for T2) or like rotations about these axes (for T1) give them as $\varphi_j=n_j\cdot(\varphi_x,\varphi_y,\varphi_z)$.

```lean
/-- An A2 state is multiplied by the sign of each vertex permutation. -/
def IsA2 (U : Perm (Fin 4) →* (V →ₗ[ℂ] V)) (ψ : V) : Prop :=
  ∀ g, U g ψ = ((Perm.sign g : ℤ) : ℂ) • ψ

/-- T2 states, labelled by the vertices: they are permuted with the vertices and sum to zero. -/
def IsT2 (U : Perm (Fin 4) →* (V →ₗ[ℂ] V)) (φ : Fin 4 → V) : Prop :=
  (∀ g i, U g (φ i) = φ (g i)) ∧ ∑ i, φ i = 0

/-- T1 states, labelled by the vertices: they are permuted with an additional sign and sum
to zero. -/
def IsT1 (U : Perm (Fin 4) →* (V →ₗ[ℂ] V)) (φ : Fin 4 → V) : Prop :=
  (∀ g i, U g (φ i) = ((Perm.sign g : ℤ) : ℂ) • φ (g i)) ∧ ∑ i, φ i = 0
```

**Q:** Then why does the T2 amplitude vanish?

**A:** Write $M_{ij}=\langle\varphi_j|D_i|\psi\rangle$. For any $i,j$, at least two other vertices remain; swap two of them. This odd operation fixes $\varphi_j$ and $D_i$ but reverses $\psi$. Inner products are preserved, so $M_{ij}=-M_{ij}=0$. Linearity extends this to every superposition of final states and every dipole direction. In the proof, `hodd` finds the swap, `key` gives the zero, and `simp` does the sums.

```lean
variable {U : Perm (Fin 4) →* (V →ₗ[ℂ] V)} {D : Fin 4 → V →ₗ[ℂ] V} {ψ : V} {φ : Fin 4 → V}

/-- Every dipole component has zero matrix element between an A2 state and every
superposition of T2 states. -/
theorem A2_to_T2_forbidden (hD : IsDipole U D) (hψ : IsA2 U ψ) (hφ : IsT2 U φ)
    (b c : Fin 4 → ℂ) :
    inner ℂ (∑ j, b j • φ j) (∑ i, c i • D i ψ) = 0 := by
  have key : ∀ i j, inner ℂ (φ j) (D i ψ) = 0 := by
    intro i j
    -- an odd permutation that leaves both vertices in place reverses the amplitude
    have hodd : ∀ i j : Fin 4, ∃ g : Perm (Fin 4),
        Perm.sign g = -1 ∧ g i = i ∧ g j = j := by decide +kernel
    obtain ⟨g, hs, hi, hj⟩ := hodd i j
    have h := hD.unitary g (φ j) (D i ψ)
    rw [hD.covariant, hψ g, hφ.1 g j, hi, hj, hs, map_smul, inner_smul_right] at h
    have e : (((-1 : ℤˣ) : ℤ) : ℂ) = -1 := by simp
    rw [e] at h
    linear_combination (-1 / 2 : ℂ) * h
  simp [key]
```

**Q:** And for T1?

**A:** The signs from $\psi$ and $\varphi_j$ cancel, so $M_{g(i)g(j)}=M_{ij}$; this is `inv`. Some permutation carries any pair of distinct labels to any other, so all off-diagonal amplitudes share one value $b$ (`off`), and all diagonal ones share a value $a$. Since $\sum_i D_i=0$, the sum $\sum_i M_{i0}=a+3b$ vanishes, and $b=-a/3$. The final `linear_combination` is that elimination.

```lean
/-- All amplitudes from an A2 state to T1 states are fixed by a single one: they are equal when
the dipole and state labels agree, and -1/3 of that value when they differ. -/
theorem A2_to_T1_amplitudes (hD : IsDipole U D) (hψ : IsA2 U ψ) (hφ : IsT1 U φ)
    (i j : Fin 4) :
    inner ℂ (φ j) (D i ψ) = inner ℂ (φ 0) (D 0 ψ) * (if i = j then 1 else -1 / 3) := by
  -- the two signs cancel, so amplitudes are invariant under joint relabelling
  have inv : ∀ (g : Perm (Fin 4)) (i j : Fin 4),
      inner ℂ (φ (g j)) (D (g i) ψ) = inner ℂ (φ j) (D i ψ) := by
    intro g i j
    have h := hD.unitary g (φ j) (D i ψ)
    rw [hD.covariant, hψ g, hφ.1 g j, map_smul] at h
    rcases Int.units_eq_one_or (Perm.sign g) with hs | hs <;> rw [hs] at h <;>
      simpa using h
  have off : ∀ i j : Fin 4, i ≠ j →
      inner ℂ (φ j) (D i ψ) = inner ℂ (φ 0) (D 1 ψ) := by
    intro i j hij
    have ht : ∀ i j : Fin 4, i ≠ j → ∃ g : Perm (Fin 4), g 1 = i ∧ g 0 = j := by
      decide +kernel
    obtain ⟨g, rfl, rfl⟩ := ht i j hij
    exact inv g 1 0
  by_cases hij : i = j
  · subst hij
    have h := inv (Equiv.swap 0 i) 0 0
    rw [Equiv.swap_apply_left] at h
    simpa using h
  · -- the dipole components sum to zero
    have hsum : ∑ i : Fin 4, inner ℂ (φ 0) (D i ψ) = 0 := by
      rw [← inner_sum, ← LinearMap.sum_apply, hD.sum_zero]
      simp
    rw [Fin.sum_univ_four] at hsum
    rw [if_neg hij]
    linear_combination off i j hij + (1 / 3 : ℂ) * hsum
      - (1 / 3 : ℂ) * off 2 0 (by decide) - (1 / 3 : ℂ) * off 3 0 (by decide)
```

**Q:** So "allowed" means non-zero?

**A:** No. Symmetry leaves $a$ free, and a particular system may have $a=0$. The theorems also assume pure symmetry labels: spin–orbit or vibronic mixing can lend intensity to the forbidden band. And `D i` must act on all of `V`, so for an unbounded position operator one chooses a space of well-behaved functions that it maps into itself.

**Q:** Does anything satisfy these conditions with a non-zero $a$?

**A:** A single particle on four sites does, with a two-valued label that separates the sign-carrying states from the others. The dipole multiplies the amplitude on site $k$ by $n_i\cdot n_k$, which is 3 if $k=i$ and $-1$ otherwise.

```lean
/-- States of a particle on four sites with a two-valued internal label. -/
abbrev SiteSpace := EuclideanSpace ℂ (Bool × Fin 4)

/-- The weight of site `k` along the direction of vertex `i`: 3 on the vertex, -1 elsewhere. -/
def weight (i k : Fin 4) : ℂ := if k = i then 3 else -1

/-- Permutations move the sites, with an additional sign for the label `false`. -/
def siteRep : Perm (Fin 4) →* (SiteSpace →ₗ[ℂ] SiteSpace) where
  toFun g :=
    { toFun := fun x => WithLp.toLp 2 fun p =>
        (if p.1 then 1 else ((Perm.sign g : ℤ) : ℂ)) * x (p.1, g⁻¹ p.2)
      map_add' := by intro x y; ext p; simp [mul_add]
      map_smul' := by intro c x; ext p; simp only [PiLp.smul_apply, smul_eq_mul,
                        RingHom.id_apply]; ring }
  map_one' := by
    refine LinearMap.ext fun x => ?_
    ext ⟨s, k⟩
    cases s <;> simp <;> rfl
  map_mul' g h := by
    refine LinearMap.ext fun x => ?_
    ext ⟨s, k⟩
    cases s <;> simp [mul_assoc] <;> rfl

/-- The dipole component towards vertex `i` multiplies each site amplitude by its weight. -/
def siteDipole (i : Fin 4) : SiteSpace →ₗ[ℂ] SiteSpace where
  toFun x := WithLp.toLp 2 fun p => weight i p.2 * x p
  map_add' := by intro x y; ext p; simp [mul_add]
  map_smul' := by
    intro c x; ext p; simp only [PiLp.smul_apply, smul_eq_mul, RingHom.id_apply]; ring

/-- The uniform state over the four sites with label `false`. -/
def siteUniform : SiteSpace := WithLp.toLp 2 fun p => if p.1 then 0 else 1

/-- The state with label `s` whose site amplitudes are the weights towards vertex `j`. -/
def siteTriplet (s : Bool) (j : Fin 4) : SiteSpace :=
  WithLp.toLp 2 fun p => if p.1 = s then weight j p.2 else 0

/-- Moving the vertex is the same as moving the site back. -/
theorem weight_perm (g : Perm (Fin 4)) (i k : Fin 4) :
    weight (g i) k = weight i (g⁻¹ k) := by
  have h : k = g i ↔ g⁻¹ k = i := Perm.inv_eq_iff_eq.symm
  unfold weight
  simp only [h]
```

With $\psi=(1,1,1,1)$ and $\varphi_0=(3,-1,-1,-1)$ in the `false` sector, $a=9+1+1+1=12$. Using $D_1$ instead gives $-3-3+1+1=-4$, the predicted $-a/3$. The norms are $2$ and $\sqrt{12}$, so the normalised amplitudes are $\sqrt3$ and $-1/\sqrt3$.

The last theorem checks the conditions from the site amplitudes; `weight_perm` supplies the covariance of the dipole and of the triplets.

```lean
/-- The four-site particle has a tetrahedral dipole, an A2 state, T2 states of which the one
labelled 0 is non-zero, and T1 states with an A2 to T1 amplitude equal to 12. -/
theorem siteModel_witness :
    IsDipole siteRep siteDipole ∧ IsA2 siteRep siteUniform ∧
    IsT2 siteRep (siteTriplet true) ∧ siteTriplet true 0 ≠ 0 ∧
    IsT1 siteRep (siteTriplet false) ∧
    inner ℂ (siteTriplet false 0) (siteDipole 0 siteUniform) = 12 := by
  have rep : ∀ g x p, (siteRep g x) p =
      (if p.1 then 1 else ((Perm.sign g : ℤ) : ℂ)) * x (p.1, g⁻¹ p.2) := fun _ _ _ => rfl
  have dip : ∀ i x p, (siteDipole i x) p = weight i p.2 * x p := fun _ _ _ => rfl
  have sum0 : ∀ s, ∑ i, siteTriplet s i = 0 := by
    intro s
    ext ⟨t, k⟩
    rw [Fin.sum_univ_four]
    cases s <;> cases t <;> fin_cases k <;> simp [siteTriplet, weight] <;> norm_num
  refine ⟨⟨?_, ?_, ?_⟩, ?_, ⟨?_, sum0 true⟩, ?_, ⟨?_, sum0 false⟩, ?_⟩
  · -- permuting the sites only reorders the inner product
    intro g x y
    simp only [PiLp.inner_apply, Fintype.sum_prod_type]
    refine Finset.sum_congr rfl fun s _ => ?_
    rw [← Equiv.sum_comp g⁻¹ (fun k => inner ℂ (x (s, k)) (y (s, k)))]
    refine Finset.sum_congr rfl fun k _ => ?_
    rcases Int.units_eq_one_or (Perm.sign g) with h | h <;> cases s <;> simp [rep, h]
  · intro g i x
    ext ⟨s, k⟩
    simp only [rep, dip, weight_perm]
    ring
  · refine LinearMap.ext fun x => ?_
    ext ⟨s, k⟩
    simp only [Fin.sum_univ_four, LinearMap.add_apply, PiLp.add_apply, dip,
      LinearMap.zero_apply, PiLp.zero_apply]
    fin_cases k <;> simp [weight] <;> ring
  · intro g
    ext ⟨s, k⟩
    cases s <;> simp [rep, siteUniform]
  · intro g i
    ext ⟨s, k⟩
    cases s <;> simp [rep, siteTriplet, weight_perm]
  · intro h
    have h0 := congrArg (fun v : SiteSpace => v (true, 0)) h
    simp [siteTriplet, weight] at h0
  · intro g i
    ext ⟨s, k⟩
    cases s <;> simp [rep, siteTriplet, weight_perm]
  · have h3 : (starRingEnd ℂ) 3 = 3 := by apply Complex.ext <;> simp
    simp only [PiLp.inner_apply, Fintype.sum_prod_type, dip]
    simp [siteTriplet, siteUniform, weight, Fin.sum_univ_four]
    rw [h3]
    norm_num

end

end TetrahedralSelectionRules
```

```lean
#print axioms TetrahedralSelectionRules.dipoleCount_A2_triplets
-- 'TetrahedralSelectionRules.dipoleCount_A2_triplets' depends on axioms: [propext, Classical.choice, Quot.sound]
#print axioms TetrahedralSelectionRules.dipoleCount_A2_singlets
-- 'TetrahedralSelectionRules.dipoleCount_A2_singlets' depends on axioms: [propext, Classical.choice, Quot.sound]
#print axioms TetrahedralSelectionRules.A2_to_T2_forbidden
-- 'TetrahedralSelectionRules.A2_to_T2_forbidden' depends on axioms: [propext, Classical.choice, Quot.sound]
#print axioms TetrahedralSelectionRules.A2_to_T1_amplitudes
-- 'TetrahedralSelectionRules.A2_to_T1_amplitudes' depends on axioms: [propext, Classical.choice, Quot.sound]
```

**Q:** What does my code do with this?

**A:** It stores zeros for A2 → T2, writes the states of each T1 level in the vertex-labelled form $\varphi_j$, computes $M_{00}$, and fills the $4\times4$ table with $M_{00}$ on the diagonal and $-M_{00}/3$ elsewhere. The four $\varphi_j$ are not independent, so intensities are not sums over this table. For these, return to orthonormal partners $\varphi_x,\varphi_y,\varphi_z$ and a normalised $\psi$: $\langle\varphi_x|d_x|\psi\rangle=\langle\varphi_y|d_y|\psi\rangle=\langle\varphi_z|d_z|\psi\rangle=M_{00}/3$, and the other six Cartesian amplitudes vanish. If a full calculation gives a T2 block above numerical noise, look for a distorted geometry, a mislabelled state or the mixing mentioned above.
